# A closed form for the erfc-screened Coulomb integral of a Gaussian hole term

An electron in a molecule or solid is surrounded by an exchange hole, a region in which other electrons of the same spin are depleted. The exchange energy is half the Coulomb interaction energy of the electrons with their holes. Range-separated functionals split the Coulomb interaction, $1/y$ in atomic units, into a short-range and a long-range part and treat the two differently. A common choice for the short-range part is $\operatorname{erfc}(wy)/y$, where $y$ is the interelectronic distance and $w\ge 0$ is an inverse length that sets where this part is cut off. If the hole is modelled by Gaussians $e^{-ay^2}$ with $a>0$, what does the screening do to the contribution of each one?

The volume element supplies $y^2$ and the Coulomb kernel removes one power of $y$. Apart from the angular factor $4\pi$, the quantity needed is

$$I(a,w)=\int_0^\infty y\,e^{-ay^2}\operatorname{erfc}(wy)\,dy=\frac{1}{2a}\left(1-\frac{w}{\sqrt{a+w^2}}\right).$$

The development below proves this formula, its limits for weak and strong screening, and its extension to finite sums of Gaussians.

```lean
import Mathlib

open Real Set MeasureTheory Filter Topology

namespace ScreenedGaussianHole

noncomputable section
```

## The screening function and the hole

The complementary error function is the tail integral of a Gaussian, scaled so that its value at $x=0$ is $1$:

$$\operatorname{erfc}(x)=\frac{2}{\sqrt\pi}\int_x^\infty e^{-t^2}\,dt.$$

```lean
/-- The complementary error function, defined by its Gaussian tail integral. -/
def erfc (x : ℝ) : ℝ := 2 / √π * ∫ t in Ioi x, Real.exp (-t ^ 2)
```

The integral $I(a,w)$ gets a name of its own. In the code, `Ioi (0 : ℝ)` is the open half-line $y>0$, and `a` and `w` are real numbers, with any sign conditions left to the theorems.

```lean
/-- The radial integral of a Gaussian hole term of exponent `a` against the Coulomb interaction
screened by `erfc (w y)`, without the angular factor. -/
def screenedGaussian (a w : ℝ) : ℝ :=
  ∫ y in Ioi (0 : ℝ), y * Real.exp (-a * y ^ 2) * erfc (w * y)
```

A model hole is a finite sum over an index set $s$,

$$h(y)=\sum_{i\in s}c_i\,e^{-b_iy^2}.$$

```lean
/-- A model hole: a finite sum of Gaussians in the interelectronic distance `y`, with
coefficients `c i` and exponents `b i`. -/
def gaussianHole {ι : Type*} (s : Finset ι) (c b : ι → ℝ) (y : ℝ) : ℝ :=
  ∑ i ∈ s, c i * Real.exp (-b i * y ^ 2)
```

The coefficients `c i` are arbitrary reals. The exact exchange hole is nowhere positive and integrates to $-1$ over space; neither property is required of $h$. The hole depends on distance alone, so it stands for a spherical average around the reference electron.

## Slope, bounds and value at contact

The slope and the upper bound of $\operatorname{erfc}$ are both derived from the convergence of the Gaussian integral over the whole line.

```lean
/-- The unit Gaussian is integrable over the real line. -/
theorem gaussian_integrable : Integrable (fun t : ℝ => Real.exp (-t ^ 2)) := by
  simpa using integrable_exp_neg_mul_sq (one_pos : (0 : ℝ) < 1)
```

To differentiate the tail, write it as a constant minus an integral with a moving upper limit:

$$\int_x^\infty e^{-t^2}dt=\int_{-\infty}^{\infty}e^{-t^2}dt-\int_{-\infty}^0e^{-t^2}dt-\int_0^xe^{-t^2}dt.$$

Only the last term depends on $x$, so

$$\operatorname{erfc}'(x)=-\frac{2}{\sqrt\pi}\,e^{-x^2}.$$

```lean
/-- The complementary error function has derivative `-(2/√π) exp(-x²)` at every real `x`. -/
theorem hasDerivAt_erfc (x : ℝ) :
    HasDerivAt erfc (-(2 / √π) * Real.exp (-x ^ 2)) x := by
  have hi := gaussian_integrable
  -- write the tail as a constant minus an integral with moving upper limit
  have key : erfc = fun u => 2 / √π * ((∫ t : ℝ, Real.exp (-t ^ 2))
      - (∫ t in Iic (0 : ℝ), Real.exp (-t ^ 2)) - ∫ t in (0 : ℝ)..u, Real.exp (-t ^ 2)) := by
    funext u
    have h1 : (∫ t in Iic u, Real.exp (-t ^ 2)) + (∫ t in (Iic u)ᶜ, Real.exp (-t ^ 2))
        = ∫ t : ℝ, Real.exp (-t ^ 2) := integral_add_compl measurableSet_Iic hi
    rw [compl_Iic] at h1
    have h2 : (∫ t in Iic u, Real.exp (-t ^ 2)) - (∫ t in Iic (0 : ℝ), Real.exp (-t ^ 2))
        = ∫ t in (0 : ℝ)..u, Real.exp (-t ^ 2) :=
      intervalIntegral.integral_Iic_sub_Iic hi.integrableOn hi.integrableOn
    unfold erfc
    rw [← h1, ← h2]
    ring
  have hc : Continuous (fun t : ℝ => Real.exp (-t ^ 2)) := by fun_prop
  have hd : HasDerivAt (fun u : ℝ => ∫ t in (0 : ℝ)..u, Real.exp (-t ^ 2))
      (Real.exp (-x ^ 2)) x := (hc.integral_hasStrictDerivAt 0 x).hasDerivAt
  rw [key]
  exact ((hd.const_sub _).const_mul _).congr_deriv (by ring)
```

The step `key` is this decomposition, and `hd` is the fundamental theorem of calculus applied to the moving limit.

The integrand of the tail is positive, and the tail is no larger than the full integral $\int_{-\infty}^{\infty}e^{-t^2}dt=\sqrt\pi$. Hence

$$0\le\operatorname{erfc}(x)\le\frac{2}{\sqrt\pi}\sqrt\pi=2.$$

```lean
/-- The complementary error function lies between 0 and 2. -/
theorem erfc_bounds (x : ℝ) : 0 ≤ erfc x ∧ erfc x ≤ 2 := by
  have hp : 0 < √π := Real.sqrt_pos.2 Real.pi_pos
  refine ⟨mul_nonneg (by positivity)
    (setIntegral_nonneg measurableSet_Ioi fun t _ => (Real.exp_pos _).le), ?_⟩
  have hg : ∫ t : ℝ, Real.exp (-t ^ 2) = √π := by simpa using integral_gaussian 1
  have hle : ∫ t in Ioi x, Real.exp (-t ^ 2) ≤ √π := by
    rw [← hg]
    exact setIntegral_le_integral gaussian_integrable
      (Eventually.of_forall fun t => (Real.exp_pos _).le)
  calc erfc x ≤ 2 / √π * √π := mul_le_mul_of_nonneg_left hle (by positivity)
    _ = 2 := div_mul_cancel₀ 2 hp.ne'
```

At $x=0$ the tail is half of the full integral, so $\operatorname{erfc}(0)=\frac{2}{\sqrt\pi}\cdot\frac{\sqrt\pi}{2}=1$. Since $\operatorname{erfc}$ is continuous, the ratio of the screened interaction to the bare $1/y$ therefore tends to one at contact.

```lean
/-- At zero distance the screening function equals one. -/
theorem erfc_zero : erfc 0 = 1 := by
  have hp : 0 < √π := Real.sqrt_pos.2 Real.pi_pos
  have hg : ∫ t in Ioi (0 : ℝ), Real.exp (-t ^ 2) = √π / 2 := by
    simpa using integral_gaussian_Ioi 1
  unfold erfc
  rw [hg]
  field_simp
```

## The screened integral of one Gaussian

The upper bound on $\operatorname{erfc}$ gives convergence, because

$$\left|y\,e^{-ay^2}\operatorname{erfc}(wy)\right|\le 2\,|y|\,e^{-ay^2},$$

and the right-hand side is integrable for $a>0$.

```lean
/-- The screened Gaussian integrand is integrable for every positive exponent. -/
theorem integrable_screened {a : ℝ} (ha : 0 < a) (w : ℝ) :
    Integrable (fun y : ℝ => y * Real.exp (-a * y ^ 2) * erfc (w * y)) := by
  have hc : Continuous erfc :=
    continuous_iff_continuousAt.2 fun x => (hasDerivAt_erfc x).continuousAt
  refine ((integrable_mul_exp_neg_mul_sq ha).norm.const_mul 2).mono' ?_ ?_
  · exact Continuous.aestronglyMeasurable (by fun_prop)
  · refine Eventually.of_forall fun y => ?_
    change ‖y * Real.exp (-a * y ^ 2) * erfc (w * y)‖ ≤ 2 * ‖y * Real.exp (-a * y ^ 2)‖
    have h := erfc_bounds (w * y)
    rw [norm_mul, Real.norm_of_nonneg h.1]
    linarith [mul_le_mul_of_nonneg_left h.2 (norm_nonneg (y * Real.exp (-a * y ^ 2)))]
```

Now integrate by parts. Set

$$F(y)=-\frac{1}{2a}\,e^{-ay^2}\operatorname{erfc}(wy).$$

The product rule and the slope of $\operatorname{erfc}$ give

$$F'(y)=y\,e^{-ay^2}\operatorname{erfc}(wy)+\frac{w}{a\sqrt\pi}\,e^{-(a+w^2)y^2}.$$

The two Gaussians in the second term have merged into one with exponent $a+w^2$. At the lower end $F(0)=-1/(2a)$. At infinity $F$ vanishes, since $\operatorname{erfc}$ stays bounded while the Gaussian decays. Integrating $F'$ over the half-line yields

$$\frac{1}{2a}=I(a,w)+\frac{w}{a\sqrt\pi}\cdot\frac12\sqrt{\frac{\pi}{a+w^2}}
=I(a,w)+\frac{w}{2a\sqrt{a+w^2}},$$

which rearranges to the closed form.

```lean
/-- Closed form of the screened Gaussian hole integral, for every positive exponent `a` and
every real screening parameter `w`. -/
theorem screenedGaussian_eq {a : ℝ} (ha : 0 < a) (w : ℝ) :
    screenedGaussian a w = (1 - w / √(a + w ^ 2)) / (2 * a) := by
  have hs : 0 < a + w ^ 2 := by positivity
  have hp : √π ≠ 0 := (Real.sqrt_pos.2 Real.pi_pos).ne'
  have hA : IntegrableOn (fun y : ℝ => y * Real.exp (-a * y ^ 2) * erfc (w * y))
      (Ioi 0) := (integrable_screened ha w).integrableOn
  have hB : IntegrableOn (fun y : ℝ => w / (a * √π) * Real.exp (-(a + w ^ 2) * y ^ 2))
      (Ioi 0) := ((integrable_exp_neg_mul_sq hs).const_mul _).integrableOn
  -- integration by parts, written as a derivative
  have hderiv : ∀ y ∈ Ici (0 : ℝ), HasDerivAt
      (fun y : ℝ => -(1 / (2 * a)) * (Real.exp (-a * y ^ 2) * erfc (w * y)))
      (y * Real.exp (-a * y ^ 2) * erfc (w * y)
        + w / (a * √π) * Real.exp (-(a + w ^ 2) * y ^ 2)) y := by
    intro y _
    have h1 : HasDerivAt (fun y : ℝ => Real.exp (-a * y ^ 2))
        (Real.exp (-a * y ^ 2) * (-a * (2 * y))) y :=
      ((hasDerivAt_pow 2 y).const_mul (-a)).exp.congr_deriv (by simp)
    have hl : HasDerivAt (fun u : ℝ => w * u) w y :=
      ((hasDerivAt_id' y).const_mul w).congr_deriv (mul_one w)
    have h2 : HasDerivAt (fun y : ℝ => erfc (w * y))
        (-(2 / √π) * Real.exp (-(w * y) ^ 2) * w) y := (hasDerivAt_erfc (w * y)).comp y hl
    have h3 : Real.exp (-(a + w ^ 2) * y ^ 2)
        = Real.exp (-a * y ^ 2) * Real.exp (-(w * y) ^ 2) := by
      rw [← Real.exp_add]
      congr 1
      ring
    refine ((h1.fun_mul h2).const_mul (-(1 / (2 * a)))).congr_deriv ?_
    rw [h3]
    linear_combination (y * Real.exp (-a * y ^ 2) * erfc (w * y)) * mul_inv_cancel₀ ha.ne'
  -- the boundary term vanishes at infinity
  have he : Tendsto (fun y : ℝ => Real.exp (-a * y ^ 2)) atTop (𝓝 0) := by
    have h : Tendsto (fun y : ℝ => a * y ^ 2) atTop atTop :=
      (tendsto_pow_atTop two_ne_zero).const_mul_atTop ha
    simpa only [neg_mul, Function.comp_def] using Real.tendsto_exp_neg_atTop_nhds_zero.comp h
  have h0 := he.mul_const 2
  rw [zero_mul] at h0
  have ht := (squeeze_zero
    (fun y => mul_nonneg (Real.exp_pos (-a * y ^ 2)).le (erfc_bounds (w * y)).1)
    (fun y => mul_le_mul_of_nonneg_left (erfc_bounds (w * y)).2
      (Real.exp_pos (-a * y ^ 2)).le) h0).const_mul (-(1 / (2 * a)))
  rw [mul_zero] at ht
  have hF := integral_Ioi_of_hasDerivAt_of_tendsto' hderiv (hA.add hB) ht
  rw [integral_add hA hB, integral_const_mul, integral_gaussian_Ioi,
    Real.sqrt_div Real.pi_pos.le] at hF
  simp only [mul_zero, erfc_zero, ne_eq, OfNat.ofNat_ne_zero, not_false_eq_true, zero_pow,
    Real.exp_zero, mul_one] at hF
  unfold screenedGaussian
  linear_combination hF - (w / (a * √(a + w ^ 2) * 2)) * mul_inv_cancel₀ hp
```

The theorem `screenedGaussian_eq` assumes $a>0$ and allows every real $w$; screening in the physical sense is the range $w\ge0$. In its proof, `hderiv` is the formula for $F'$, `ht` is the vanishing of $F$ at infinity, and `hA` and `hB` are the integrability of the two terms of $F'$, which permits the integral to be split. The equation `hF` is the integrated identity, and the last line solves it for $I(a,w)$ after cancelling $\sqrt\pi$.

The condition $a>0$ says that the hole term decays with distance. Without it the formula fails already at $a=0$, $w=1$. There the integral is

$$\int_0^\infty y\operatorname{erfc}(y)\,dy=\frac{1}{\sqrt\pi}\int_0^\infty y^2e^{-y^2}\,dy=\frac14,$$

whereas the right-hand side reads $0/0$, to which Lean assigns the value $0$.

## Weak and strong screening

For $w>0$, put $r=\sqrt{a+w^2}$, so that $r>w$ and $a=r^2-w^2=(r-w)(r+w)$. Then

$$I(a,w)=\frac{r-w}{2ar}=\frac{1}{2r(r+w)}.$$

This form is visibly positive. Since $r(r+w)=a+w^2+rw>a$, the integral is less than $1/(2a)$. Since $r>w$ also gives $r(r+w)>2w^2$, it is less than $1/(4w^2)$, a bound that does not involve the exponent.

```lean
/-- For positive `a` and `w` the integral is positive and lies strictly below both `1/(2a)` and
`1/(4w²)`. -/
theorem screenedGaussian_bounds {a w : ℝ} (ha : 0 < a) (hw : 0 < w) :
    0 < screenedGaussian a w ∧ screenedGaussian a w < 1 / (2 * a) ∧
      screenedGaussian a w < 1 / (4 * w ^ 2) := by
  have hs : 0 < a + w ^ 2 := by positivity
  have hlt : w < √(a + w ^ 2) := (Real.lt_sqrt hw.le).2 (by linarith)
  have hr2 : √(a + w ^ 2) ^ 2 = a + w ^ 2 := Real.sq_sqrt hs.le
  rw [screenedGaussian_eq ha w]
  generalize √(a + w ^ 2) = r at hlt hr2 ⊢
  have hr : 0 < r := hw.trans hlt
  have hwr : w / r * r = w := div_mul_cancel₀ w hr.ne'
  -- rationalise the difference
  have e : (1 - w / r) / (2 * a) = 1 / (2 * (r * (r + w))) := by
    rw [div_eq_div_iff (by positivity) (by positivity)]
    linear_combination (-(2 * (r + w))) * hwr + 2 * hr2
  rw [e]
  refine ⟨by positivity, one_div_lt_one_div_of_lt (by positivity) ?_,
    one_div_lt_one_div_of_lt (by positivity) ?_⟩
  · nlinarith [mul_pos hr hw, sq_nonneg w]
  · nlinarith [mul_pos hw (sub_pos.2 hlt)]
```

The identity `e` is the rationalised form. The two `nlinarith` calls prove the inequalities between denominators.

When $w\to0$, the closed form is continuous because $a+w^2$ stays positive, and its value at $w=0$ is the unscreened integral:

$$\lim_{w\to0}I(a,w)=\frac{1}{2a}.$$

```lean
/-- As the screening parameter tends to zero, the integral tends to `1/(2a)`. -/
theorem tendsto_unscreened {a : ℝ} (ha : 0 < a) :
    Tendsto (screenedGaussian a) (𝓝 0) (𝓝 (1 / (2 * a))) := by
  have hc : Continuous (fun w : ℝ => (1 - w / √(a + w ^ 2)) / (2 * a)) :=
    (continuous_const.sub (continuous_id'.div (by fun_prop)
      fun w => (Real.sqrt_pos.2 (by positivity)).ne')).div_const _
  have e : (1 - 0 / √(a + 0 ^ 2)) / (2 * a) = 1 / (2 * a) := by rw [zero_div, sub_zero]
  rw [funext (screenedGaussian_eq ha), ← e]
  exact hc.tendsto 0
```

The filter `𝓝 0` describes an approach from either side, so the physical limit through positive $w$ is included.

When $w\to\infty$, the bounds $0<I(a,w)<1/(4w^2)$ squeeze the integral to zero.

```lean
/-- As the screening parameter grows without bound, the integral tends to zero. -/
theorem tendsto_fully_screened {a : ℝ} (ha : 0 < a) :
    Tendsto (screenedGaussian a) atTop (𝓝 0) := by
  have h4 : Tendsto (fun w : ℝ => 4 * w ^ 2) atTop atTop :=
    (tendsto_pow_atTop two_ne_zero).const_mul_atTop (by norm_num)
  have h : Tendsto (fun w : ℝ => 1 / (4 * w ^ 2)) atTop (𝓝 0) :=
    tendsto_const_nhds.div_atTop h4
  refine squeeze_zero' ?_ ?_ h
  · filter_upwards [eventually_gt_atTop 0] with w hw
    exact (screenedGaussian_bounds ha hw).1.le
  · filter_upwards [eventually_gt_atTop 0] with w hw
    exact (screenedGaussian_bounds ha hw).2.2.le
```

The bounds are available only for $w>0$; `eventually_gt_atTop 0` supplies this condition for all sufficiently large $w$. Both limits are taken at a fixed exponent $a>0$.

## A hole made of several Gaussians

With the angular factor restored, the interaction integral of the model hole is

$$\int_0^\infty4\pi y^2\,\frac{\operatorname{erfc}(wy)}{y}\,h(y)\,dy
=\sum_{i\in s}4\pi c_i\,I(b_i,w)
=\sum_{i\in s}\frac{2\pi c_i}{b_i}\left(1-\frac{w}{\sqrt{b_i+w^2}}\right).$$

The first equality cancels one power of $y$, which is legitimate because $y>0$, and exchanges the finite sum with the integral. The second inserts the closed form for each term.

```lean
/-- For positive exponents, the radial integral, with weight `4πy²`, of a Gaussian-sum hole against
the screened Coulomb kernel `erfc (w y) / y` is a sum of closed-form terms, one for each Gaussian.
-/
theorem screened_hole_integral {ι : Type*} (s : Finset ι) (c b : ι → ℝ)
    (hb : ∀ i ∈ s, 0 < b i) (w : ℝ) :
    ∫ y in Ioi (0 : ℝ), 4 * π * y ^ 2 * (erfc (w * y) / y) * gaussianHole s c b y
      = ∑ i ∈ s, 2 * π * c i / b i * (1 - w / √(b i + w ^ 2)) := by
  calc _ = ∫ y in Ioi (0 : ℝ), ∑ i ∈ s,
        (4 * π * c i) * (y * Real.exp (-b i * y ^ 2) * erfc (w * y)) := by
        refine setIntegral_congr_fun measurableSet_Ioi fun y hy => ?_
        have hy0 : y ≠ 0 := (mem_Ioi.1 hy).ne'
        have e : 4 * π * y ^ 2 * (erfc (w * y) / y) = 4 * π * y * erfc (w * y) := by
          field_simp
        simp only [gaussianHole]
        rw [e, Finset.mul_sum]
        exact Finset.sum_congr rfl fun i _ => by ring
    _ = _ := by
        rw [MeasureTheory.integral_finsetSum s fun i hi =>
          ((integrable_screened (hb i hi) w).const_mul (4 * π * c i)).integrableOn]
        refine Finset.sum_congr rfl fun i hi => ?_
        have h := screenedGaussian_eq (hb i hi) w
        unfold screenedGaussian at h
        rw [integral_const_mul, h]
        ring

end

end ScreenedGaussianHole
```

The hypothesis `hb` requires a positive exponent for every index in the sum. The first half of the `calc` block rewrites the integrand, and the second half integrates term by term, using `integrable_screened` to justify the exchange.

For a hole modelled as a finite sum of pure Gaussians, this turns the interaction with the kernel $\operatorname{erfc}(wy)/y$ into an algebraic expression in $w$, the coefficients and the exponents. An exchange energy per electron carries a further factor $\tfrac12$, and the total energy needs an integration over the density; neither is part of the statement. Holes with polynomial prefactors or non-Gaussian terms call for other integrals.

The hole could also have been modelled as a function on three-dimensional space, with the interaction written as a volume integral over the separation vector. The factor $4\pi y^2$ would then have to be derived by passing to spherical coordinates, whereas here it is written into the integrand. The value for a spherical hole would be the same, and the formulation would have room for holes that depend on direction.

```lean
#print axioms ScreenedGaussianHole.tendsto_unscreened
-- 'ScreenedGaussianHole.tendsto_unscreened' depends on axioms: [propext, Classical.choice, Quot.sound]
#print axioms ScreenedGaussianHole.tendsto_fully_screened
-- 'ScreenedGaussianHole.tendsto_fully_screened' depends on axioms: [propext, Classical.choice, Quot.sound]
#print axioms ScreenedGaussianHole.screened_hole_integral
-- 'ScreenedGaussianHole.screened_hole_integral' depends on axioms: [propext, Classical.choice, Quot.sound]
```
